# Scaling law, upper bound and recurrence of the long-range Boys function

## A Coulomb kernel replaced by an upper limit

Range-separated calculations in a Gaussian basis often use the repulsion of Gaussian charge distributions under the long-range kernel $\operatorname{erf}(\omega r)/r$. For spherical Gaussians, the attenuation amounts exactly to stopping the Boys integral at a number $s$ below 1, as derived in the next section. Here $r$ is the interelectronic distance and $\omega>0$ the separation parameter. For a natural number $m$ and real $T$, define

$$F_m(T)=\int_0^1 t^{2m}e^{-Tt^2}dt,\qquad G_m(T)=\int_0^s t^{2m}e^{-Tt^2}dt,\qquad H_m(T)=\int_s^1 t^{2m}e^{-Tt^2}dt.$$

These are the full, long-range and short-range Boys functions; $G_m$ and $H_m$ depend on $s$ as well. "Attenuated" refers here to the long-range part, although elsewhere it often means the short-range kernel $\operatorname{erfc}(\omega r)/r$.

## Where $s$ comes from

Take two normalised spherical Gaussian distributions with exponents $p,q$ and centres separated by $\mathbf R$, and put $\rho=pq/(p+q)$, an exponent and not a density. The interparticle vector $\mathbf r$ has density $(\rho/\pi)^{3/2}e^{-\rho|\mathbf r-\mathbf R|^2}$. Write the kernel as

$$\frac{\operatorname{erf}(\omega r)}{r}=\frac{2}{\sqrt\pi}\int_0^\omega e^{-u^2r^2}du.$$

Completing the square gives

$$\rho|\mathbf r-\mathbf R|^2+u^2r^2=(\rho+u^2)\left|\mathbf r-\frac{\rho\mathbf R}{\rho+u^2}\right|^2+\frac{\rho u^2R^2}{\rho+u^2}.$$

With $T=\rho R^2$, the Gaussian integral over $\mathbf r$ leaves the repulsion

$$\frac{2}{\sqrt\pi}\int_0^\omega\left(\frac{\rho}{\rho+u^2}\right)^{3/2}e^{-Tu^2/(\rho+u^2)}du.$$

Now set $t=u/\sqrt{\rho+u^2}$. Then

$$\frac{dt}{du}=\frac{1}{\sqrt{\rho+u^2}}-\frac{u^2}{(\rho+u^2)^{3/2}}=\frac{\rho}{(\rho+u^2)^{3/2}},$$

so the repulsion is $2\sqrt{\rho/\pi}\,G_0(T)$ with $s=\omega/\sqrt{\rho+\omega^2}$.

The Lean theorem `width_integral_eq_longRange` starts from the integral over $u$, which is an inverse length; the derivation of that integral from the three-dimensional repulsion is left to this calculation.

## The statement and its Lean form

For $0<s\le1$, every natural $m$ and every real $T$:

- $G_m(T)=s^{2m+1}F_m(s^2T)$;
- $G_m(T)\le F_m(T)$, with equality exactly when $s=1$;
- $(2m+1)G_m(T)=2T\,G_{m+1}(T)+s^{2m+1}e^{-s^2T}$.

This is `attenuated_boys`. In Lean, $F_m(T)$ is `boys m T`, $G_m(T)$ is `longRange s m T`, and $H_m(T)$ is `shortRange s m T`. All three integrate `boysWeight m T`. The order `m` is a natural number and the other variables are real. Physical arguments have $T\ge0$, but the theorem also admits negative $T$.

In `attenuated_boys`, `s` is a free number. The link to the kernel parameters is made by `rangeParam ρ ω`, which `rangeParam_mem` places strictly between 0 and 1 for positive `ρ` and `ω`. The endpoint $s=1$ corresponds to the full Coulomb kernel, the limit $\omega\to\infty$.

For Gaussian basis functions and the erf kernel, the scaling law lets a routine for the ordinary Boys function also supply the long-range values used in range-separated hybrid functionals.

## Derivation

**Scaling.** Substitute $t=sv$, so that $dt=s\,dv$:

$$G_m(T)=\int_0^1(sv)^{2m}e^{-Ts^2v^2}s\,dv=s^{2m+1}F_m(s^2T).$$

**Bound.** Splitting the interval at $s$ gives $F_m=G_m+H_m$. If $s<1$, the integrand of $H_m$ is positive on $(s,1)$, so $H_m>0$ and $G_m<F_m$. If $s=1$, then $G_m=F_m$ by definition.

**Recurrence.** The product rule gives

$$\frac{d}{dt}\left[t^{2m+1}e^{-Tt^2}\right]=(2m+1)t^{2m}e^{-Tt^2}-2T\,t^{2m+2}e^{-Tt^2}.$$

Integrating from $0$ to $s$ yields $s^{2m+1}e^{-s^2T}=(2m+1)G_m-2T\,G_{m+1}$, since the boundary term at zero vanishes. Integrating from $s$ to $1$ gives

$$(2m+1)H_m=2T\,H_{m+1}+e^{-T}-s^{2m+1}e^{-s^2T}.$$

## Numbers for $s=1/2$ and $T=1$

The choice $\rho=3\omega^2$ gives $s=1/2$. Expanding the exponential and integrating term by term,

$$G_0(1)=\tfrac12-\tfrac1{24}+\tfrac1{320}-\cdots\approx0.46128,$$

$$G_1(1)=\tfrac1{24}-\tfrac1{160}+\tfrac1{1792}-\cdots\approx0.03594.$$

The right side of the recurrence at $m=0$ is $2(0.03594)+\tfrac12e^{-1/4}\approx0.07188+0.38940=0.46128$, as required. Scaling gives the same value, $\tfrac12F_0(1/4)\approx\tfrac12(0.92256)$, and the bound reads $0.46128<F_0(1)\approx0.74682$.

## The Lean source

```lean
import Mathlib

open MeasureTheory Set

namespace AttenuatedBoys

noncomputable section

/-- The integrand `t^(2m) exp(-T t²)` of the Boys function of order `m`. -/
def boysWeight (m : ℕ) (T t : ℝ) : ℝ := t ^ (2 * m) * Real.exp (-T * t ^ 2)

/-- The Boys function `F_m(T)`, the integral of the weight over `[0,1]`. -/
def boys (m : ℕ) (T : ℝ) : ℝ := ∫ t in (0 : ℝ)..1, boysWeight m T t

/-- The attenuated (long-range) Boys function `G_m(T)`, the integral of the weight
from `0` to `s`. -/
def longRange (s : ℝ) (m : ℕ) (T : ℝ) : ℝ := ∫ t in (0 : ℝ)..s, boysWeight m T t

/-- The complementary (short-range) Boys function, the integral of the weight
from `s` to `1`. -/
def shortRange (s : ℝ) (m : ℕ) (T : ℝ) : ℝ := ∫ t in s..(1 : ℝ), boysWeight m T t

/-- The range parameter `s = ω / √(ρ + ω²)` for a Gaussian exponent `ρ > 0` and a
separation parameter `ω`. -/
def rangeParam (ρ ω : ℝ) : ℝ := ω / √(ρ + ω ^ 2)

/-- The Boys weight is continuous in the integration variable. -/
theorem continuous_boysWeight (m : ℕ) (T : ℝ) : Continuous (boysWeight m T) := by
  unfold boysWeight
  fun_prop

/-- Integration by parts on any interval links the weights of orders `m` and `m + 1`
through two boundary terms. -/
theorem weight_recurrence (a b : ℝ) (m : ℕ) (T : ℝ) :
    (2 * m + 1) * ∫ t in a..b, boysWeight m T t =
      2 * T * (∫ t in a..b, boysWeight (m + 1) T t) +
        (b ^ (2 * m + 1) * Real.exp (-T * b ^ 2) -
          a ^ (2 * m + 1) * Real.exp (-T * a ^ 2)) := by
  -- the derivative of the boundary term
  have hd : ∀ t : ℝ, HasDerivAt (fun t : ℝ => t ^ (2 * m + 1) * Real.exp (-T * t ^ 2))
      ((2 * m + 1) * boysWeight m T t - 2 * T * boysWeight (m + 1) T t) t := by
    intro t
    have he : HasDerivAt (fun t : ℝ => Real.exp (-T * t ^ 2))
        (Real.exp (-T * t ^ 2) * (-T * (2 * t))) t :=
      (((hasDerivAt_pow 2 t).const_mul (-T)).exp).congr_deriv (by norm_num)
    refine ((hasDerivAt_pow (2 * m + 1) t).fun_mul he).congr_deriv ?_
    simp only [boysWeight, Nat.add_sub_cancel]
    push_cast
    ring
  have h1 := (continuous_boysWeight m T).const_mul (2 * (m : ℝ) + 1)
  have h2 := (continuous_boysWeight (m + 1) T).const_mul (2 * T)
  -- the fundamental theorem of calculus
  have h := intervalIntegral.integral_eq_sub_of_hasDerivAt (a := a) (b := b)
    (fun t _ => hd t) ((h1.sub h2).intervalIntegrable a b)
  rw [intervalIntegral.integral_sub (h1.intervalIntegrable a b) (h2.intervalIntegrable a b),
    intervalIntegral.integral_const_mul, intervalIntegral.integral_const_mul] at h
  linarith

/-- Scaling law: the attenuated Boys function is an ordinary Boys function at the argument `s² T`,
times `s^(2m+1)`. -/
theorem longRange_eq_boys (s : ℝ) (m : ℕ) (T : ℝ) :
    longRange s m T = s ^ (2 * m + 1) * boys m (s ^ 2 * T) := by
  -- substitute `t → s t`
  have h := intervalIntegral.mul_integral_comp_mul_left
    (f := boysWeight m T) (a := 0) (b := 1) (c := s)
  rw [mul_zero, mul_one] at h
  have hw : ∀ t, boysWeight m T (s * t) = s ^ (2 * m) * boysWeight m (s ^ 2 * T) t := by
    intro t
    simp only [boysWeight]
    rw [show -T * (s * t) ^ 2 = -(s ^ 2 * T) * t ^ 2 by ring, mul_pow]
    ring
  unfold longRange boys
  rw [← h]
  simp_rw [hw]
  rw [intervalIntegral.integral_const_mul]
  ring

/-- The Boys function is the sum of its long-range and short-range parts. -/
theorem longRange_add_shortRange (s : ℝ) (m : ℕ) (T : ℝ) :
    longRange s m T + shortRange s m T = boys m T :=
  intervalIntegral.integral_add_adjacent_intervals
    ((continuous_boysWeight m T).intervalIntegrable 0 s)
    ((continuous_boysWeight m T).intervalIntegrable s 1)

/-- The short-range part is strictly positive for `0 ≤ s < 1` and every real `T`. -/
theorem shortRange_pos {s : ℝ} (h0 : 0 ≤ s) (h1 : s < 1) (m : ℕ) (T : ℝ) :
    0 < shortRange s m T := by
  refine intervalIntegral.intervalIntegral_pos_of_pos_on
    ((continuous_boysWeight m T).intervalIntegrable s 1) (fun t ht => ?_) h1
  have ht0 : 0 < t := lt_of_le_of_lt h0 ht.1
  exact mul_pos (pow_pos ht0 _) (Real.exp_pos _)

/-- For `0 < s ≤ 1` and real `T`, the attenuated Boys function obeys the scaling law,
is at most the full Boys function with equality only at `s = 1`, and satisfies
the recurrence `(2m+1) G_m = 2T G_(m+1) + s^(2m+1) exp(-s² T)`. -/
theorem attenuated_boys {s : ℝ} (h0 : 0 < s) (h1 : s ≤ 1) (m : ℕ) (T : ℝ) :
    longRange s m T = s ^ (2 * m + 1) * boys m (s ^ 2 * T) ∧
    longRange s m T ≤ boys m T ∧
    (longRange s m T = boys m T ↔ s = 1) ∧
    (2 * m + 1) * longRange s m T =
      2 * T * longRange s (m + 1) T + s ^ (2 * m + 1) * Real.exp (-(s ^ 2 * T)) := by
  have hsum := longRange_add_shortRange s m T
  refine ⟨longRange_eq_boys s m T, ?_, ⟨fun h => ?_, fun h => ?_⟩, ?_⟩
  · rcases h1.lt_or_eq with h | h
    · linarith [shortRange_pos h0.le h m T]
    · subst h
      exact le_refl _
  · by_contra hne
    linarith [shortRange_pos h0.le (lt_of_le_of_ne h1 hne) m T]
  · subst h
    rfl
  · -- the boundary term at `t = 0` vanishes
    have h := weight_recurrence 0 s m T
    rw [zero_pow (Nat.succ_ne_zero (2 * m)), zero_mul, sub_zero,
      show -T * s ^ 2 = -(s ^ 2 * T) by ring] at h
    exact h

/-- The short-range Boys function obeys the same recurrence with the difference of
the boundary terms at `1` and `s`. -/
theorem shortRange_recurrence (s : ℝ) (m : ℕ) (T : ℝ) :
    (2 * m + 1) * shortRange s m T = 2 * T * shortRange s (m + 1) T +
      (Real.exp (-T) - s ^ (2 * m + 1) * Real.exp (-(s ^ 2 * T))) := by
  have h := weight_recurrence s 1 m T
  rw [one_pow, one_pow, one_mul, mul_one, show -T * s ^ 2 = -(s ^ 2 * T) by ring] at h
  exact h

/-- For positive `ρ` and `ω` the range parameter lies strictly between `0` and `1`. -/
theorem rangeParam_mem {ρ ω : ℝ} (hρ : 0 < ρ) (hω : 0 < ω) :
    rangeParam ρ ω ∈ Ioo (0 : ℝ) 1 := by
  have hr : 0 < √(ρ + ω ^ 2) := Real.sqrt_pos.2 (by positivity)
  refine ⟨div_pos hω hr, (div_lt_one hr).2 ((Real.lt_sqrt hω.le).2 ?_)⟩
  linarith

/-- For `ρ > 0`, the substitution `t = u / √(ρ + u²)` turns the integral below over the variable `u`
from `0` to `ω` into the attenuated Boys function at `s = ω / √(ρ + ω²)`. -/
theorem width_integral_eq_longRange {ρ : ℝ} (hρ : 0 < ρ) (ω : ℝ) (m : ℕ) (T : ℝ) :
    ∫ u in (0 : ℝ)..ω, (u ^ 2 / (ρ + u ^ 2)) ^ m * Real.exp (-T * (u ^ 2 / (ρ + u ^ 2))) *
      (ρ / ((ρ + u ^ 2) * √(ρ + u ^ 2))) = longRange (rangeParam ρ ω) m T := by
  have hpos : ∀ u : ℝ, 0 < ρ + u ^ 2 := fun u => by positivity
  -- the Jacobian of the substitution
  have hd : ∀ u : ℝ, HasDerivAt (rangeParam ρ) (ρ / ((ρ + u ^ 2) * √(ρ + u ^ 2))) u := by
    intro u
    have hq : HasDerivAt (fun u : ℝ => ρ + u ^ 2) (2 * u) u :=
      ((hasDerivAt_pow 2 u).const_add ρ).congr_deriv (by norm_num)
    have halg : ∀ r : ℝ, 0 < r → r ^ 2 = ρ + u ^ 2 →
        (1 * r - u * (2 * u / (2 * r))) / r ^ 2 = ρ / ((ρ + u ^ 2) * r) := by
      intro r hr h
      rw [← h]
      field_simp
      linear_combination h
    have hr := Real.sqrt_pos.2 (hpos u)
    exact ((hasDerivAt_id' u).fun_div (hq.sqrt (hpos u).ne') hr.ne').congr_deriv
      (halg _ hr (Real.sq_sqrt (hpos u).le))
  have hc : ContinuousOn (fun u : ℝ => ρ / ((ρ + u ^ 2) * √(ρ + u ^ 2))) (uIcc 0 ω) :=
    ContinuousOn.div continuousOn_const (by fun_prop)
      (fun u _ => (mul_pos (hpos u) (Real.sqrt_pos.2 (hpos u))).ne')
  have h := intervalIntegral.integral_comp_mul_deriv (fun u _ => hd u) hc
    (continuous_boysWeight m T)
  have hzero : rangeParam ρ 0 = 0 := by simp [rangeParam]
  have hsq : ∀ u : ℝ, rangeParam ρ u ^ 2 = u ^ 2 / (ρ + u ^ 2) := fun u => by
    rw [rangeParam, div_pow, Real.sq_sqrt (hpos u).le]
  rw [hzero] at h
  unfold longRange
  rw [← h]
  refine intervalIntegral.integral_congr (fun u _ => ?_)
  simp only [Function.comp_apply, boysWeight, pow_mul, hsq]

end

end AttenuatedBoys
```

```lean
#print axioms AttenuatedBoys.longRange_eq_boys
#print axioms AttenuatedBoys.attenuated_boys
#print axioms AttenuatedBoys.rangeParam_mem
#print axioms AttenuatedBoys.width_integral_eq_longRange
```

```
'AttenuatedBoys.longRange_eq_boys' depends on axioms: [propext, Classical.choice, Quot.sound]
'AttenuatedBoys.attenuated_boys' depends on axioms: [propext, Classical.choice, Quot.sound]
'AttenuatedBoys.rangeParam_mem' depends on axioms: [propext, Classical.choice, Quot.sound]
'AttenuatedBoys.width_integral_eq_longRange' depends on axioms: [propext, Classical.choice, Quot.sound]
```

## From the calculation to the proof

`weight_recurrence` does the integration by parts once, for arbitrary endpoints. Its step `hd` is the product-rule derivative above. The fundamental theorem of calculus then turns the integral of that derivative into boundary terms, and linearity separates the two orders. Continuity of the weight, from `continuous_boysWeight`, supplies integrability.

`longRange_eq_boys` applies Mathlib's rule for the substitution $t\to st$. The step `hw` extracts $s^{2m}$ from the weight, and the differential contributes the remaining factor $s$. This lemma holds for every real $s$.

`longRange_add_shortRange` joins the adjacent intervals. `shortRange_pos` uses $0\le s$ to make every $t$ inside $(s,1)$ positive, hence the integrand as well. In `attenuated_boys`, these two lemmas give the bound, and they contradict equality whenever $s\ne1$. The recurrence there is `weight_recurrence` from $0$ to $s$, and `shortRange_recurrence` uses the endpoints $s$ and $1$.

`width_integral_eq_longRange` carries out the change of variable from $u$ to $t$ for every order $m$. Its `hd` proves the Jacobian, with `halg` doing the algebra after the square root has been named `r`. The step `hsq` identifies $t^2$ with $u^2/(\rho+u^2)$, which matches the two integrands. The physical prefactor $2\sqrt{\rho/\pi}$ is left out of this identity.
